# Backflow for two plane waves with momenta 0 < k₁ < k₂ and positive amplitudes: the condition 1 < A/B < k₂/k₁

For momenta \(0<k_1<k_2\) and amplitudes \(A,B>0\), the superposition \(\psi=Ae^{ik_1x}+Be^{ik_2x}\) has a negative probability current \(\operatorname{Im}(\psi^*\psi')\) at some \(x\) if and only if \(1<A/B<k_2/k_1\). The same holds at every time under free evolution, and for complex amplitudes the condition becomes \(|B|<|A|\) and \(k_1|A|<k_2|B|\).

In Lean 4 with Mathlib:

```lean
import Mathlib

open ComplexConjugate

namespace QuantumBackflow

noncomputable section

/-- The free plane wave of momentum `k` at time `t` and position `x`, with energy `k ^ 2 / 2`
(units in which the mass and the reduced Planck constant are one). -/
def planeWave (k t x : ℝ) : ℂ :=
  Complex.exp (((k * x - k ^ 2 / 2 * t : ℝ) : ℂ) * Complex.I)

/-- The superposition of two plane waves with complex amplitudes `A` and `B`. -/
def wave (A B : ℂ) (k₁ k₂ t x : ℝ) : ℂ :=
  A * planeWave k₁ t x + B * planeWave k₂ t x

/-- The probability current of a wave function on the line. -/
def current (ψ : ℝ → ℂ) (x : ℝ) : ℝ :=
  (conj (ψ x) * deriv ψ x).im

/-- The spatial derivative of a two-wave superposition multiplies each amplitude by `i k`. -/
theorem deriv_wave (A B : ℂ) (k₁ k₂ t : ℝ) :
    deriv (wave A B k₁ k₂ t) =
      wave (Complex.I * k₁ * A) (Complex.I * k₂ * B) k₁ k₂ t := by
  have hp : ∀ k x : ℝ, HasDerivAt (fun y => planeWave k t y)
      (Complex.I * k * planeWave k t x) x := by
    intro k x
    have h : HasDerivAt (fun y : ℝ => k * y - k ^ 2 / 2 * t) k x :=
      (((hasDerivAt_id' x).const_mul k).sub_const _).congr_deriv (mul_one k)
    exact ((h.ofReal_comp.mul_const Complex.I).cexp).congr_deriv (by unfold planeWave; ring)
  funext x
  have h : HasDerivAt (wave A B k₁ k₂ t)
      (A * (Complex.I * k₁ * planeWave k₁ t x) + B * (Complex.I * k₂ * planeWave k₂ t x)) x :=
    ((hp k₁ x).const_mul A).fun_add ((hp k₂ x).const_mul B)
  rw [h.deriv]
  unfold wave
  ring

/-- The superposition solves the free time-dependent Schrödinger equation. -/
theorem wave_schrodinger (A B : ℂ) (k₁ k₂ t x : ℝ) :
    Complex.I * deriv (fun s => wave A B k₁ k₂ s x) t =
      -(1 / 2) * deriv (deriv (wave A B k₁ k₂ t)) x := by
  have hp : ∀ k : ℝ, HasDerivAt (fun s => planeWave k s x)
      (-(Complex.I * k ^ 2 / 2) * planeWave k t x) t := by
    intro k
    have h : HasDerivAt (fun s : ℝ => k * x - k ^ 2 / 2 * s) (-(k ^ 2 / 2)) t :=
      (((hasDerivAt_id' t).const_mul (k ^ 2 / 2)).const_sub (k * x)).congr_deriv (by ring)
    exact ((h.ofReal_comp.mul_const Complex.I).cexp).congr_deriv
      (by unfold planeWave; push_cast; ring)
  have h : HasDerivAt (fun s => wave A B k₁ k₂ s x)
      (A * (-(Complex.I * k₁ ^ 2 / 2) * planeWave k₁ t x)
        + B * (-(Complex.I * k₂ ^ 2 / 2) * planeWave k₂ t x)) t :=
    ((hp k₁).const_mul A).fun_add ((hp k₂).const_mul B)
  rw [h.deriv, deriv_wave, deriv_wave]
  unfold wave
  ring

/-- A plane wave with a complex amplitude, written as a modulus times a single phase factor. -/
theorem amplitude_mul_planeWave (A : ℂ) (k t x : ℝ) :
    A * planeWave k t x = (‖A‖ : ℂ) *
      Complex.exp (((k * x - k ^ 2 / 2 * t + A.arg : ℝ) : ℂ) * Complex.I) := by
  calc A * planeWave k t x
      = ((‖A‖ : ℂ) * Complex.exp (A.arg * Complex.I)) * planeWave k t x := by
        rw [Complex.norm_mul_exp_arg_mul_I]
    _ = _ := by
        unfold planeWave
        rw [mul_assoc, ← Complex.exp_add]
        congr 2
        push_cast
        ring

/-- The current is the sum of the currents of the two waves and an interference term that
oscillates with their phase difference. -/
theorem current_wave (A B : ℂ) (k₁ k₂ t x : ℝ) :
    current (wave A B k₁ k₂ t) x = k₁ * ‖A‖ ^ 2 + k₂ * ‖B‖ ^ 2 + (k₁ + k₂) * (‖A‖ * ‖B‖) *
      Real.cos ((k₂ - k₁) * x - (k₂ ^ 2 - k₁ ^ 2) / 2 * t + (B.arg - A.arg)) := by
  -- the same identity for two waves given by moduli and phases
  have key : ∀ a b α β : ℝ,
      (conj ((a : ℂ) * Complex.exp (α * Complex.I) + b * Complex.exp (β * Complex.I)) *
        (Complex.I * k₁ * (a * Complex.exp (α * Complex.I))
          + Complex.I * k₂ * (b * Complex.exp (β * Complex.I)))).im
      = k₁ * a ^ 2 + k₂ * b ^ 2 + (k₁ + k₂) * (a * b) * Real.cos (β - α) := by
    intro a b α β
    rw [Real.cos_sub]
    simp only [Complex.mul_im, Complex.mul_re, Complex.conj_re, Complex.conj_im,
      Complex.add_re, Complex.add_im, Complex.ofReal_re, Complex.ofReal_im,
      Complex.I_re, Complex.I_im, Complex.exp_ofReal_mul_I_re, Complex.exp_ofReal_mul_I_im]
    linear_combination (k₁ * a ^ 2) * Real.sin_sq_add_cos_sq α
      + (k₂ * b ^ 2) * Real.sin_sq_add_cos_sq β
  unfold current
  rw [deriv_wave]
  unfold wave
  rw [mul_assoc (Complex.I * k₁) A, mul_assoc (Complex.I * k₂) B,
    amplitude_mul_planeWave A, amplitude_mul_planeWave B, key]
  congr 3
  ring

/-- For `0 < k₁ < k₂`, at each time, the least value of the current over all positions is `(|A| -
|B|) (k₁ |A| - k₂ |B|)`, and it is attained. -/
theorem isLeast_current (A B : ℂ) {k₁ k₂ : ℝ} (hk : 0 < k₁) (h : k₁ < k₂) (t : ℝ) :
    IsLeast (Set.range (current (wave A B k₁ k₂ t)))
      ((‖A‖ - ‖B‖) * (k₁ * ‖A‖ - k₂ * ‖B‖)) := by
  constructor
  · -- choose the position where the two waves are in antiphase
    have hne : k₂ - k₁ ≠ 0 := (sub_pos.mpr h).ne'
    obtain ⟨x, hx⟩ : ∃ x : ℝ, (k₂ - k₁) * x =
        Real.pi + (k₂ ^ 2 - k₁ ^ 2) / 2 * t - (B.arg - A.arg) :=
      ⟨_, mul_div_cancel₀ _ hne⟩
    refine ⟨x, ?_⟩
    have hθ : (k₂ - k₁) * x - (k₂ ^ 2 - k₁ ^ 2) / 2 * t + (B.arg - A.arg) = Real.pi := by
      rw [hx]; ring
    rw [current_wave, hθ, Real.cos_pi]
    ring
  · rintro _ ⟨x, rfl⟩
    rw [current_wave]
    have hc := Real.neg_one_le_cos
      ((k₂ - k₁) * x - (k₂ ^ 2 - k₁ ^ 2) / 2 * t + (B.arg - A.arg))
    have hp : 0 ≤ (k₁ + k₂) * (‖A‖ * ‖B‖) :=
      mul_nonneg (by linarith) (by positivity)
    have hm := mul_le_mul_of_nonneg_left hc hp
    linarith

/-- Quantum backflow: at any time, a superposition of two waves with positive momenta
`k₁ < k₂` has a negative current somewhere if and only if `|B| < |A|` and
`k₁ |A| < k₂ |B|`. -/
theorem backflow_iff (A B : ℂ) {k₁ k₂ : ℝ} (hk : 0 < k₁) (h : k₁ < k₂) (t : ℝ) :
    (∃ x, current (wave A B k₁ k₂ t) x < 0) ↔ ‖B‖ < ‖A‖ ∧ k₁ * ‖A‖ < k₂ * ‖B‖ := by
  obtain ⟨⟨x₀, hx₀⟩, hmin⟩ := isLeast_current A B hk h t
  constructor
  · rintro ⟨x, hx⟩
    have hneg := lt_of_le_of_lt (hmin (Set.mem_range_self x)) hx
    rcases mul_neg_iff.mp hneg with ⟨h1, h2⟩ | ⟨h1, h2⟩
    · exact ⟨by linarith, by linarith⟩
    · -- the opposite sign pattern contradicts the ordering of the momenta
      have h3 := mul_pos hk (show 0 < ‖B‖ - ‖A‖ by linarith)
      have h4 := mul_nonneg (sub_pos.mpr h).le (norm_nonneg B)
      exfalso
      linarith
  · rintro ⟨h1, h2⟩
    refine ⟨x₀, ?_⟩
    rw [hx₀]
    exact mul_neg_of_pos_of_neg (by linarith) (by linarith)

/-- For positive real amplitudes and `0 < k₁ < k₂`, the current is negative somewhere if and only if
the amplitude ratio `A / B` lies strictly between one and the momentum ratio `k₂ / k₁`. -/
theorem backflow_iff_ratio {A B k₁ k₂ : ℝ} (hA : 0 < A) (hB : 0 < B)
    (hk : 0 < k₁) (h : k₁ < k₂) (t : ℝ) :
    (∃ x, current (wave A B k₁ k₂ t) x < 0) ↔ 1 < A / B ∧ A / B < k₂ / k₁ := by
  rw [backflow_iff _ _ hk h, Complex.norm_real, Complex.norm_real,
    Real.norm_of_nonneg hA.le, Real.norm_of_nonneg hB.le,
    one_lt_div hB, div_lt_div_iff₀ hB hk, mul_comm A k₁]

/-- For `0 < k₁ < k₂` and a fixed amplitude `B` of the faster wave, the least current over all
amplitudes `A` and all positions is `-(k₂ - k₁)² |B|² / (4 k₁)`, and it is attained. -/
theorem strongest_backflow (B : ℂ) {k₁ k₂ : ℝ} (hk : 0 < k₁) (h : k₁ < k₂) (t : ℝ) :
    IsLeast {j : ℝ | ∃ (A : ℂ) (x : ℝ), current (wave A B k₁ k₂ t) x = j}
      (-((k₂ - k₁) ^ 2 * ‖B‖ ^ 2 / (4 * k₁))) := by
  -- complete the square in the modulus of the slower wave
  have hsq : ∀ a b : ℝ, (a - b) * (k₁ * a - k₂ * b) =
      -((k₂ - k₁) ^ 2 * b ^ 2 / (4 * k₁)) + k₁ * (a - (k₁ + k₂) / (2 * k₁) * b) ^ 2 := by
    intro a b
    field_simp
    ring
  constructor
  · have hn : 0 ≤ (k₁ + k₂) / (2 * k₁) * ‖B‖ :=
      mul_nonneg (div_nonneg (by linarith) (by linarith)) (norm_nonneg B)
    obtain ⟨x, hx⟩ :=
      (isLeast_current (((k₁ + k₂) / (2 * k₁) * ‖B‖ : ℝ) : ℂ) B hk h t).1
    refine ⟨_, x, hx.trans ?_⟩
    rw [Complex.norm_real, Real.norm_of_nonneg hn, hsq]
    ring
  · rintro _ ⟨A, x, rfl⟩
    have h1 := (isLeast_current A B hk h t).2 (Set.mem_range_self x)
    rw [hsq] at h1
    have h2 := mul_nonneg hk.le (sq_nonneg (‖A‖ - (k₁ + k₂) / (2 * k₁) * ‖B‖))
    linarith

end

end QuantumBackflow
```

```lean
#print axioms QuantumBackflow.wave_schrodinger
-- 'QuantumBackflow.wave_schrodinger' depends on axioms: [propext, Classical.choice, Quot.sound]
#print axioms QuantumBackflow.backflow_iff
-- 'QuantumBackflow.backflow_iff' depends on axioms: [propext, Classical.choice, Quot.sound]
#print axioms QuantumBackflow.backflow_iff_ratio
-- 'QuantumBackflow.backflow_iff_ratio' depends on axioms: [propext, Classical.choice, Quot.sound]
#print axioms QuantumBackflow.strongest_backflow
-- 'QuantumBackflow.strongest_backflow' depends on axioms: [propext, Classical.choice, Quot.sound]
```

## The state and its current

The units are \(\hbar=m=1\). `planeWave` is \(e^{i(kx-k^2t/2)}\), `wave` superposes two of these with complex amplitudes, and `current` is \(\operatorname{Im}(\psi^*\partial_x\psi)\), with Mathlib's `deriv` as the spatial derivative. On each wave \(i\partial_t\) and \(-\tfrac12\partial_x^2\) both give the factor \(k^2/2\), so the superposition solves the free Schrödinger equation; this is `wave_schrodinger`.

Write \(a=|A|\), \(b=|B|\), and absorb the arguments of the amplitudes into the phases:
\[
\varphi_1=k_1x-\tfrac12k_1^2t+\arg A,\qquad
\varphi_2=k_2x-\tfrac12k_2^2t+\arg B .
\]
Then \(\psi=ae^{i\varphi_1}+be^{i\varphi_2}\) and \(\partial_x\psi=i(k_1ae^{i\varphi_1}+k_2be^{i\varphi_2})\). With \(\theta=\varphi_2-\varphi_1\),
\[
\psi^*\partial_x\psi=i\left[k_1a^2+k_2b^2+ab\,(k_2e^{i\theta}+k_1e^{-i\theta})\right],
\]
and the imaginary part is
\[
j=k_1a^2+k_2b^2+(k_1+k_2)ab\cos\theta .
\]
In the file, `deriv_wave` supplies the derivative, `amplitude_mul_planeWave` the polar form, and `current_wave` this formula. Its proof expands real and imaginary parts and finishes with \(\sin^2+\cos^2=1\) for each phase.

## The minimum decides the sign

Since \(k_1\neq k_2\), \(\theta\) is a non-constant linear function of \(x\) and equals \(\pi\) somewhere. The coefficient of \(\cos\theta\) is non-negative, so the least current is
\[
j_{\min}=k_1a^2+k_2b^2-(k_1+k_2)ab=(a-b)(k_1a-k_2b).
\]
`isLeast_current` states this with `IsLeast`: the value is attained, and it is a lower bound. The proof solves for the antiphase position and then uses \(\cos\theta\ge-1\).

A negative current exists exactly when \(j_{\min}<0\), so the two factors must have opposite signs. One possibility is \(a>b\) and \(k_1a<k_2b\). The other, \(a<b\) and \(k_1a>k_2b\), would give \(k_2b<k_1a<k_1b\le k_2b\), a contradiction. This is the case split in `backflow_iff`. For positive real amplitudes, division by \(b\) and \(k_1\) gives `backflow_iff_ratio`.

`strongest_backflow` fixes \(B\) and varies both \(A\) and \(x\). Completing the square gives
\[
j_{\min}=k_1\left(a-\frac{k_1+k_2}{2k_1}\,b\right)^2-\frac{(k_2-k_1)^2b^2}{4k_1}.
\]
The least current is therefore \(-(k_2-k_1)^2|B|^2/(4k_1)\). For \(B\ne0\) it is reached when \(|A|/|B|\) is the midpoint of the interval from \(1\) to \(k_2/k_1\), at an antiphase position. This optimal ratio depends on holding \(|B|\) fixed, because rescaling \(\psi\) rescales the current: with \(|A|\) fixed instead, the least current occurs at \(|A|/|B|=2k_2/(k_1+k_2)\).

## What the two-wave model leaves out

For this free, non-normalisable state, the result shows that positive momentum components do not force a positive local current. The theorems concern the current at a point; they put no bound on the probability that a normalisable state can carry backwards over a time interval.

A wave packet with only positive momenta would have been another model. Its current is a double integral over momenta, so the two-amplitude criterion would no longer apply as it stands, but the total probability crossing a point would become a meaningful quantity.

## The current on a grid

A code that stores \(\psi\) on a grid of spacing \(h\) may evaluate the current with a central difference. That difference multiplies \(e^{ikx}\) by \(i\sin(kh)/h\) instead of \(ik\). Repeating the derivation with these factors, for \(k_2h\le\pi/2\), changes the upper limit on \(A/B\) to \(\sin(k_2h)/\sin(k_1h)\), which is smaller than \(k_2/k_1\). Close to the upper limit, a coarse grid can therefore miss backflow that the exact derivative shows. Even when the computed current can be negative, the grid shows this only if a sampled point falls in one of the intervals around the antiphase positions where it is negative. These intervals repeat with period \(2\pi/(k_2-k_1)\) and shrink to points as \(A/B\) approaches \(1\) or \(\sin(k_2h)/\sin(k_1h)\).
